# Delta-learning by orthogonal projection: the readout error is at most a product of two residual norms

Take the plane with a model that can represent only the horizontal axis. A target $f$ and a cheap baseline $g$ differ by $f-g=(a,b)$. The model learns the horizontal part of the difference, so the prediction is $g+(a,0)$ and the vector $(0,b)$ is missing. An observable read out as the inner product with $k=(k_1,k_2)$ is then wrong by $k_2b$. The error is the part of the test vector that the model cannot represent, times the part of the difference that it cannot represent.

In general, let $E$ be a real inner-product space, $W$ a finite-dimensional subspace (the model space), and $P$ the orthogonal projection onto $W$. Write $p=g+P(f-g)$ for the prediction. For every test vector $k\in E$,

$$\langle k,f\rangle-\langle k,p\rangle=\langle k-Pk,\,(1-P)(f-g)\rangle,$$

$$|\langle k,f\rangle-\langle k,p\rangle|\le\|k-Pk\|\,\|(1-P)(f-g)\|,$$

with equality at $k=(1-P)(f-g)$.

## Kernel corrections to a cheap energy surface

A code that corrects a cheap electronic-structure method towards an expensive one can use this bound if both energy surfaces lie in one Hilbert space of functions and the correction is the orthogonal projection, in that space, of their exact difference onto the model space. With a reproducing kernel, evaluation at a geometry $x$ is the inner product with a vector $k_x$. Kernel interpolation of the energy differences at the training geometries is the orthogonal projection onto the span of their vectors $k_{x_i}$.

The two factors then have separate roles. $\|k_x-Pk_x\|$ depends only on the kernel and the geometries, so if the kernel is fixed in advance it can be computed before any expensive calculation. $\|(1-P)(f-g)\|$ measures how much of the difference between target and baseline lies outside the model space; it also depends on the kernel and the training geometries, and it is generally unknown. A useful baseline makes this second factor small; it need not be close to $f$, because any discrepancy inside $W$ is corrected exactly. Ridge regularisation replaces the projection by a different map, and the bound does not apply to it as written.

## From the missing vector to the bound

Let $d=(1-P)(f-g)$ and $r=k-Pk$. The vector missing from the prediction is

$$f-p=(f-g)-P(f-g)=d.$$

The error is therefore $\langle k,d\rangle=\langle r,d\rangle+\langle Pk,d\rangle$. Since $Pk\in W$ and $d$ is orthogonal to $W$, the last term vanishes, which gives the identity. Cauchy–Schwarz gives the bound. For $k=d$, the relation $Pd=0$ gives $r=d$, and both sides equal $\|d\|^2$.

**When the bound is attained.** Equality holds exactly when $d=0$ or $r=cd$ for some real $c$. If either condition holds, substitution gives equality. Conversely, suppose equality holds and $d\ne0$, and set $c=\langle r,d\rangle/\|d\|^2$. Squaring the equality gives $\|r\|^2\|d\|^2=\langle r,d\rangle^2=c\,\|d\|^2\langle r,d\rangle$, so $\|r\|^2=c\langle r,d\rangle$. Then

$$\|r-cd\|^2=\|r\|^2-2c\langle r,d\rangle+c^2\|d\|^2=c\langle r,d\rangle-2c\langle r,d\rangle+c\langle r,d\rangle=0.$$

**The best constant.** Suppose $C\ge0$ and the error is at most $C\|k-Pk\|$ for all $k$. Choosing $k=d$ gives $\|d\|^2\le C\|d\|$, hence $\|d\|\le C$; if $d=0$, this is just $C\ge0$. Conversely, every $C\ge\|d\|$ works, by the bound.

**Cancellation.** For $w\in W$ we have $Pw=w$, so the baseline $g+w$ predicts

$$g+w+P(f-g-w)=g+w+P(f-g)-w=p.$$

**The smallest correction.** For $k\in W$ we have $r=0$, so $p$ reproduces the readout of $f$ along $k$. Let $h$ be any vector with the same readouts along $W$, and let $v=p-g=P(f-g)\in W$. Then

$$\|v\|^2=\langle v,p-g\rangle=\langle v,h-g\rangle\le\|v\|\,\|h-g\|,$$

so $\|p-g\|\le\|h-g\|$.

## Three readouts in three dimensions

Let $W$ be spanned by $(1,1,0)$, with $g=(1,0,1)$ and $f=(4,1,3)$. Then $f-g=(3,1,2)$ and $P(f-g)=(2,2,0)$, so $p=(3,2,1)$ and $d=(1,-1,2)$, with $\|d\|=\sqrt6$.

| $k$ | true | predicted | error | $k-Pk$ | bound |
|---|---|---|---|---|---|
| $(0,0,1)$ | 3 | 1 | 2 | $(0,0,1)$ | $\sqrt6\approx2.45$ |
| $(1,0,1)$ | 7 | 4 | 3 | $(\tfrac12,-\tfrac12,1)$ | 3 |
| $(1,-1,2)$ | 9 | 3 | 6 | $(1,-1,2)$ | 6 |

The second row attains the bound although $k$ is not a multiple of $d$; its residual is. Shifting the baseline by $(5,5,0)$ to $(6,5,1)$ gives $P(f-g)=(-3,-3,0)$ and again $p=(3,2,1)$.

## An oblique projection breaks the bound

In the plane, let $Q(x,y)=(x-y,0)$. This is a projection onto the horizontal axis, but not an orthogonal one. Take $f-g=(0,1)$ and $k=(1,0)$. Then $k-Qk=0$, so the bound would promise zero error. But $(1-Q)(f-g)=(1,1)$, and the actual error is $1$. In a code this can happen when the fit minimises one norm and the residuals are measured in another.

## The Lean file

```lean
import Mathlib

open Submodule

namespace DeltaLearning

noncomputable section

variable {E : Type*} [NormedAddCommGroup E] [InnerProductSpace ℝ E]
variable (W : Submodule ℝ E) [FiniteDimensional ℝ W]

/-- The part of `x` that the model space `W` cannot represent: `x` minus its orthogonal
projection onto `W`. -/
def residual (x : E) : E := x - W.starProjection x

/-- The delta-learning prediction of the target `f`: the baseline `g` plus the projection of
the difference `f - g` onto the model space. -/
def deltaPredict (g f : E) : E := g + W.starProjection (f - g)

/-- A residual is orthogonal to every vector of the model space. -/
theorem inner_residual_eq_zero {w : E} (hw : w ∈ W) (x : E) :
    inner ℝ w (residual W x) = 0 :=
  Submodule.inner_right_of_mem_orthogonal hw (W.sub_starProjection_mem_orthogonal x)

/-- Taking the residual a second time changes nothing. -/
theorem residual_residual (x : E) : residual W (residual W x) = residual W x := by
  have h : W.starProjection (W.starProjection x) = W.starProjection x :=
    Submodule.starProjection_eq_self_iff.mpr (W.starProjection_apply_mem x)
  simp only [residual, map_sub, h, sub_self, sub_zero]

/-- The error of the predicted readout along `k` is the inner product of the residual of `k`
with the residual of the difference between target and baseline. -/
theorem readout_error_eq (g f k : E) :
    inner ℝ k f - inner ℝ k (deltaPredict W g f)
      = inner ℝ (residual W k) (residual W (f - g)) := by
  have e : f - deltaPredict W g f = residual W (f - g) := by
    unfold deltaPredict residual
    abel
  -- the component of `k` inside the model space does not see the residual
  have h := inner_residual_eq_zero W (W.starProjection_apply_mem k) (f - g)
  have hk : inner ℝ (residual W k) (residual W (f - g))
      = inner ℝ k (residual W (f - g))
        - inner ℝ (W.starProjection k) (residual W (f - g)) := inner_sub_left _ _ _
  rw [← inner_sub_right, e, hk, h, sub_zero]

/-- Delta-learning error bound: the readout error along any `k` is at most the norm of the
residual of `k` times the norm of the residual of `f - g`, and the test vector
`k = residual W (f - g)` attains the bound. -/
theorem delta_learning_error_bound (g f : E) :
    (∀ k : E, |inner ℝ k f - inner ℝ k (deltaPredict W g f)|
      ≤ ‖residual W k‖ * ‖residual W (f - g)‖) ∧
    |inner ℝ (residual W (f - g)) f - inner ℝ (residual W (f - g)) (deltaPredict W g f)|
      = ‖residual W (residual W (f - g))‖ * ‖residual W (f - g)‖ := by
  constructor
  · intro k
    rw [readout_error_eq]
    exact abs_real_inner_le_norm _ _
  · rw [readout_error_eq, residual_residual, real_inner_self_eq_norm_sq,
      abs_of_nonneg (sq_nonneg _)]
    ring

/-- The error bound is attained along `k` exactly when the residual of `f - g` vanishes or the
residual of `k` is a multiple of it. -/
theorem error_bound_attained_iff (g f k : E) :
    |inner ℝ k f - inner ℝ k (deltaPredict W g f)|
      = ‖residual W k‖ * ‖residual W (f - g)‖ ↔
    residual W (f - g) = 0 ∨ ∃ c : ℝ, residual W k = c • residual W (f - g) := by
  rw [readout_error_eq]
  generalize residual W k = r
  generalize residual W (f - g) = d
  constructor
  · intro h
    by_cases hd : d = 0
    · exact Or.inl hd
    · right
      have hn : ‖d‖ ^ 2 ≠ 0 := pow_ne_zero 2 (norm_ne_zero_iff.mpr hd)
      -- `c` is the coefficient of the projection of `r` onto the line of `d`
      obtain ⟨c, hc⟩ : ∃ c : ℝ, c * ‖d‖ ^ 2 = inner ℝ r d :=
        ⟨inner ℝ r d / ‖d‖ ^ 2, div_mul_cancel₀ _ hn⟩
      have hs : (inner ℝ r d) ^ 2 = ‖r‖ ^ 2 * ‖d‖ ^ 2 := by
        rw [← sq_abs, h]
        ring
      have hr : ‖r‖ ^ 2 = c * inner ℝ r d := by
        apply mul_right_cancel₀ hn
        linear_combination -hs - (inner ℝ r d) * hc
      have hz : ‖r - c • d‖ ^ 2 = 0 := by
        rw [norm_sub_sq_real, real_inner_smul_right, norm_smul, mul_pow,
          Real.norm_eq_abs, sq_abs]
        linear_combination hr + c * hc
      exact ⟨c, sub_eq_zero.mp (norm_eq_zero.mp ((pow_eq_zero_iff two_ne_zero).mp hz))⟩
  · rintro (h | ⟨c, h⟩)
    · simp [h]
    · rw [h, real_inner_smul_left, real_inner_self_eq_norm_sq, abs_mul, norm_smul,
        Real.norm_eq_abs, abs_of_nonneg (sq_nonneg ‖d‖)]
      ring

/-- A nonnegative constant `C` bounds the readout error by `C` times the norm of the residual
of `k`, for all `k`, exactly when `C` is at least the norm of the residual of `f - g`. -/
theorem error_constant_iff (g f : E) {C : ℝ} (hC : 0 ≤ C) :
    (∀ k : E, |inner ℝ k f - inner ℝ k (deltaPredict W g f)| ≤ C * ‖residual W k‖) ↔
      ‖residual W (f - g)‖ ≤ C := by
  constructor
  · intro h
    -- test with the worst case, the residual itself
    have h1 := h (residual W (f - g))
    rw [(delta_learning_error_bound W g f).2, residual_residual] at h1
    rcases (norm_nonneg (residual W (f - g))).eq_or_lt with h0 | h0
    · rw [← h0]
      exact hC
    · exact le_of_mul_le_mul_right h1 h0
  · intro h k
    have h1 := (delta_learning_error_bound W g f).1 k
    have h2 := mul_le_mul_of_nonneg_left h (norm_nonneg (residual W k))
    linarith [mul_comm C ‖residual W k‖]

/-- Error cancellation: changing the baseline by a vector of the model space leaves the
prediction unchanged. -/
theorem deltaPredict_baseline_shift (g f : E) {w : E} (hw : w ∈ W) :
    deltaPredict W (g + w) f = deltaPredict W g f := by
  have h : W.starProjection w = w := Submodule.starProjection_eq_self_iff.mpr hw
  have e : f - (g + w) = (f - g) - w := by abel
  unfold deltaPredict
  rw [e, map_sub, h]
  abel

/-- The prediction reproduces the readouts of `f` along all vectors of the model space, and no
other vector `h` that does so lies closer to the baseline. -/
theorem deltaPredict_minimal_correction (g f : E) :
    (∀ k ∈ W, inner ℝ k (deltaPredict W g f) = inner ℝ k f) ∧
    ∀ h : E, (∀ k ∈ W, inner ℝ k h = inner ℝ k f) →
      ‖deltaPredict W g f - g‖ ≤ ‖h - g‖ := by
  have data : ∀ k ∈ W, inner ℝ k (deltaPredict W g f) = inner ℝ k f := by
    intro k hk
    have h1 := readout_error_eq W g f k
    have h2 : residual W k = 0 :=
      sub_eq_zero.mpr (Submodule.starProjection_eq_self_iff.mpr hk).symm
    rw [h2, inner_zero_left] at h1
    linarith
  refine ⟨data, fun h hh => ?_⟩
  have hp : deltaPredict W g f - g ∈ W := by
    have e : deltaPredict W g f - g = W.starProjection (f - g) := by
      unfold deltaPredict
      abel
    rw [e]
    exact W.starProjection_apply_mem _
  -- the correction has the same overlap with itself as with `h - g`
  have h1 : inner ℝ (deltaPredict W g f - g) (deltaPredict W g f - g)
      = inner ℝ (deltaPredict W g f - g) (h - g) := by
    rw [inner_sub_right _ (deltaPredict W g f) g, inner_sub_right _ h g,
      data _ hp, hh _ hp]
  have h2 := real_inner_le_norm (deltaPredict W g f - g) (h - g)
  rw [← h1, real_inner_self_eq_norm_sq] at h2
  by_contra hlt
  have h3 := not_le.mp hlt
  nlinarith [norm_nonneg (h - g), norm_nonneg (deltaPredict W g f - g)]

end

end DeltaLearning
```

```lean
#print axioms DeltaLearning.delta_learning_error_bound
#print axioms DeltaLearning.error_constant_iff
#print axioms DeltaLearning.deltaPredict_baseline_shift
#print axioms DeltaLearning.deltaPredict_minimal_correction
```

```
'DeltaLearning.delta_learning_error_bound' depends on axioms: [propext, Classical.choice, Quot.sound]
'DeltaLearning.error_constant_iff' depends on axioms: [propext, Classical.choice, Quot.sound]
'DeltaLearning.deltaPredict_baseline_shift' depends on axioms: [propext, Classical.choice, Quot.sound]
'DeltaLearning.deltaPredict_minimal_correction' depends on axioms: [propext, Classical.choice, Quot.sound]
```

## Reading the theorems and their proofs

`E` is the real inner-product space, which need not be complete, and `W` is the model space. Its finite dimension ensures that the orthogonal projection `W.starProjection` exists. `residual W x` is $x-Px$, and `deltaPredict W g f` is $p$. The readout of $f$ along $k$ is `inner ℝ k f`, and the error is the true readout minus the predicted one. Nothing is normalised.

`readout_error_eq` is the identity. In its proof, `e` identifies the missing vector, `hk` splits the test vector, and `h` removes the part inside `W` by `inner_residual_eq_zero`. `delta_learning_error_bound` states the inequality for all `k` together with equality at the residual of `f - g`. The first half is Cauchy–Schwarz, and the second uses `residual_residual`, which says that taking a residual twice changes nothing.

`error_bound_attained_iff` characterises equality. Its proof names the two residuals `r` and `d`; `hs`, `hr` and `hz` are the squared equality, the formula for $\|r\|^2$ and the vanishing norm of $r-cd$, with the algebra checked by `linear_combination`. `error_constant_iff` says that a nonnegative `C` works for all test vectors exactly when it is at least $\|d\|$, and its proof tests with $k=d$ and treats $d=0$ separately.

`deltaPredict_baseline_shift` is the cancellation. `deltaPredict_minimal_correction` combines exact readouts along `W` with the smallest distance from the baseline. There `data` is the first part, `h1` is the equality of inner products in the derivation, and `nlinarith` turns the resulting inequality between products into one between norms.

The theorems concern an exact projection of the exact difference. They do not cover noisy reference data, regularised fits, nonlinear models such as neural networks, complex scalars or rounding errors. They also give no estimate of $\|(1-P)(f-g)\|$: whether a particular baseline makes it small has to be established for the system at hand. The kernel setting described earlier is an application of the abstract statement; the file constructs no kernel.
